# The Debye–Waller factor of a warm, stable, harmonic, isotropic two-dimensional crystal falls as a power of its size

A warm two-dimensional crystal carries long elastic waves that cost little energy, displace its atoms from their lattice sites and so weaken its Bragg peaks. How does this weakening depend on the size of the crystal, if the crystal is treated as a harmonic, isotropic elastic medium?

In Lean 4 with Mathlib:

```lean
import Mathlib

open Matrix MeasureTheory Filter

namespace DebyeWallerTwoDim

noncomputable section

/-- Christoffel matrix `μ q² I + (μ + lam) q qᵀ` of an isotropic two-dimensional crystal with
Lamé coefficients `μ` and `lam`. -/
def christoffel (μ lam : ℝ) (q : Fin 2 → ℝ) : Matrix (Fin 2) (Fin 2) ℝ :=
  (μ * (q ⬝ᵥ q)) • (1 : Matrix (Fin 2) (Fin 2) ℝ) + (μ + lam) • vecMulVec q q

/-- Wavevectors of length between `1/L` and `1/a`, for nonzero lengths `a` and `L`. -/
def annulus (a L : ℝ) : Set (ℝ × ℝ) :=
  {p | 1 / L ≤ Real.sqrt (p.1 ^ 2 + p.2 ^ 2) ∧ Real.sqrt (p.1 ^ 2 + p.2 ^ 2) ≤ 1 / a}

/-- Contribution `T Gᵀ C(q)⁻¹ G / (2π)²` of the wavevector `q` to the thermal phase fluctuation,
for `q` with invertible Christoffel matrix. -/
def phaseDensity (μ lam T : ℝ) (G : Fin 2 → ℝ) (p : ℝ × ℝ) : ℝ :=
  T * (G ⬝ᵥ ((christoffel μ lam ![p.1, p.2])⁻¹ *ᵥ G)) / (2 * Real.pi) ^ 2

/-- Thermal phase fluctuation at the scattering vector `G`: the area integral of the phase density
over the wavevectors between `1/L` and `1/a`, for nonzero `a` and `L`. -/
def phaseFluctuation (μ lam T : ℝ) (G : Fin 2 → ℝ) (a L : ℝ) : ℝ :=
  ∫ p in annulus a L, phaseDensity μ lam T G p

/-- The exponent `T G² (3μ + lam) / (4π μ (2μ + lam))`, for nonzero `μ` and `2μ + lam`. -/
def eta (μ lam T : ℝ) (G : Fin 2 → ℝ) : ℝ :=
  T * (G ⬝ᵥ G) * (3 * μ + lam) / (4 * Real.pi * μ * (2 * μ + lam))

/-- The elastic energy form is a transverse part with modulus `μ` plus a longitudinal part with
modulus `2μ + lam`. -/
theorem christoffel_energy (μ lam : ℝ) (q x : Fin 2 → ℝ) :
    x ⬝ᵥ (christoffel μ lam q *ᵥ x) =
      μ * (q 0 * x 1 - q 1 * x 0) ^ 2 + (2 * μ + lam) * (q ⬝ᵥ x) ^ 2 := by
  simp [christoffel, mulVec, dotProduct, Fin.sum_univ_two, vecMulVec_apply]
  ring

/-- A nonzero wavevector has positive squared length. -/
theorem dot_self_pos {q : Fin 2 → ℝ} (hq : q ≠ 0) : 0 < q ⬝ᵥ q := by
  have hne : q ⬝ᵥ q ≠ 0 := fun h => hq (dotProduct_self_eq_zero.mp h)
  have h0 : 0 ≤ q ⬝ᵥ q := by
    simp only [dotProduct, Fin.sum_univ_two]
    nlinarith [mul_self_nonneg (q 0), mul_self_nonneg (q 1)]
  exact lt_of_le_of_ne h0 hne.symm

/-- The elastic energy is positive for every nonzero wavevector and displacement exactly when
`μ > 0` and `2μ + lam > 0`. -/
theorem stable_iff (μ lam : ℝ) :
    (∀ q : Fin 2 → ℝ, q ≠ 0 → ∀ x : Fin 2 → ℝ, x ≠ 0 →
      0 < x ⬝ᵥ (christoffel μ lam q *ᵥ x)) ↔ 0 < μ ∧ 0 < 2 * μ + lam := by
  constructor
  · intro h
    -- test with one transverse and one longitudinal displacement
    have h1 := h ![1, 0] (by simp) ![0, 1] (by simp)
    have h2 := h ![1, 0] (by simp) ![1, 0] (by simp)
    rw [christoffel_energy] at h1 h2
    simp [dotProduct, Fin.sum_univ_two] at h1 h2
    exact ⟨h1, h2⟩
  · rintro ⟨hμ, hl⟩ q hq x hx
    rw [christoffel_energy]
    have hsum : (q 0 * x 1 - q 1 * x 0) ^ 2 + (q ⬝ᵥ x) ^ 2 = (q ⬝ᵥ q) * (x ⬝ᵥ x) := by
      simp only [dotProduct, Fin.sum_univ_two]
      ring
    have hpos := mul_pos (dot_self_pos hq) (dot_self_pos hx)
    rcases (sq_nonneg (q 0 * x 1 - q 1 * x 0)).eq_or_lt with h | h
    · have h3 : 0 < (q ⬝ᵥ x) ^ 2 := by linarith
      have h4 := mul_pos hl h3
      have h5 := mul_nonneg hμ.le (sq_nonneg (q 0 * x 1 - q 1 * x 0))
      linarith
    · have h4 := mul_pos hμ h
      have h5 := mul_nonneg hl.le (sq_nonneg (q ⬝ᵥ x))
      linarith

/-- In a stable crystal the Christoffel matrix is invertible at every nonzero wavevector, with an
explicit inverse. -/
theorem christoffel_inv {μ lam : ℝ} (hμ : 0 < μ) (hl : 0 < 2 * μ + lam)
    {q : Fin 2 → ℝ} (hq : q ≠ 0) :
    christoffel μ lam q * (christoffel μ lam q)⁻¹ = 1 ∧
    (christoffel μ lam q)⁻¹ = (1 / (μ * (q ⬝ᵥ q))) • (1 : Matrix (Fin 2) (Fin 2) ℝ) -
      ((μ + lam) / (μ * (2 * μ + lam) * (q ⬝ᵥ q) ^ 2)) • vecMulVec q q := by
  have hs := (dot_self_pos hq).ne'
  have hμ' := hμ.ne'
  have hl' := hl.ne'
  have hP : vecMulVec q q * vecMulVec q q = (q ⬝ᵥ q) • vecMulVec q q := by
    ext i j
    simp only [Matrix.mul_apply, vecMulVec_apply, Matrix.smul_apply, smul_eq_mul, dotProduct,
      Fin.sum_univ_two]
    ring
  have key : ∀ α β : ℝ, christoffel μ lam q *
      (α • (1 : Matrix (Fin 2) (Fin 2) ℝ) - β • vecMulVec q q) =
      (μ * (q ⬝ᵥ q) * α) • (1 : Matrix (Fin 2) (Fin 2) ℝ) +
      ((μ + lam) * α - (2 * μ + lam) * (q ⬝ᵥ q) * β) • vecMulVec q q := by
    intro α β
    simp only [christoffel, add_mul, mul_sub, smul_mul_assoc, mul_smul_comm, one_mul, mul_one, hP]
    module
  have hone : christoffel μ lam q * ((1 / (μ * (q ⬝ᵥ q))) • (1 : Matrix (Fin 2) (Fin 2) ℝ) -
      ((μ + lam) / (μ * (2 * μ + lam) * (q ⬝ᵥ q) ^ 2)) • vecMulVec q q) = 1 := by
    rw [key]
    have e1 : μ * (q ⬝ᵥ q) * (1 / (μ * (q ⬝ᵥ q))) = 1 := mul_one_div_cancel (mul_ne_zero hμ' hs)
    have e2 : (μ + lam) * (1 / (μ * (q ⬝ᵥ q))) - (2 * μ + lam) * (q ⬝ᵥ q) *
        ((μ + lam) / (μ * (2 * μ + lam) * (q ⬝ᵥ q) ^ 2)) = 0 := by
      have aux : ∀ D s : ℝ, D ≠ 0 → s ≠ 0 →
          (μ + lam) * (1 / (μ * s)) = D * s * ((μ + lam) / (μ * D * s ^ 2)) := by
        intro D s hD hs0
        field_simp
      exact sub_eq_zero.mpr (aux _ _ hl' hs)
    rw [e1, e2, one_smul, zero_smul, add_zero]
  have hinv := Matrix.inv_eq_right_inv hone
  exact ⟨by rw [hinv]; exact hone, hinv⟩

/-- In polar coordinates the phase density times the Jacobian `r` is `1/r` times a function of
the angle alone. -/
theorem phaseDensity_polar {μ lam : ℝ} (hμ : 0 < μ) (hl : 0 < 2 * μ + lam) (T : ℝ)
    (G : Fin 2 → ℝ) {r : ℝ} (hr : 0 < r) (θ : ℝ) :
    r * phaseDensity μ lam T G (r * Real.cos θ, r * Real.sin θ) =
      r⁻¹ * (T * (G ⬝ᵥ G) / ((2 * Real.pi) ^ 2 * μ) -
        T * (μ + lam) / ((2 * Real.pi) ^ 2 * μ * (2 * μ + lam)) *
          (G 0 * Real.cos θ + G 1 * Real.sin θ) ^ 2) := by
  have hs : ![r * Real.cos θ, r * Real.sin θ] ⬝ᵥ ![r * Real.cos θ, r * Real.sin θ] = r ^ 2 := by
    simp only [dotProduct, Fin.sum_univ_two, Matrix.cons_val_zero, Matrix.cons_val_one]
    linear_combination r ^ 2 * Real.sin_sq_add_cos_sq θ
  have hq : ![r * Real.cos θ, r * Real.sin θ] ≠ 0 := by
    intro h
    rw [h, zero_dotProduct] at hs
    exact (pow_pos hr 2).ne hs
  have hP : G ⬝ᵥ (vecMulVec ![r * Real.cos θ, r * Real.sin θ]
      ![r * Real.cos θ, r * Real.sin θ] *ᵥ G) =
      r ^ 2 * (G 0 * Real.cos θ + G 1 * Real.sin θ) ^ 2 := by
    simp only [dotProduct, mulVec, vecMulVec_apply, Fin.sum_univ_two, Matrix.cons_val_zero,
      Matrix.cons_val_one]
    ring
  have hπ := Real.pi_pos.ne'
  have hμ' := hμ.ne'
  have hl' := hl.ne'
  have hr' := hr.ne'
  simp only [phaseDensity]
  rw [(christoffel_inv hμ hl hq).2, hs, Matrix.sub_mulVec, Matrix.smul_mulVec,
    Matrix.smul_mulVec, Matrix.one_mulVec, dotProduct_sub, dotProduct_smul, dotProduct_smul, hP]
  simp only [smul_eq_mul]
  field_simp

/-- Integral over all directions of a constant minus a multiple of the squared projection
of `G`. -/
theorem angular_integral (A B : ℝ) (G : Fin 2 → ℝ) :
    ∫ θ in Set.Ioo (-Real.pi) Real.pi, (A - B * (G 0 * Real.cos θ + G 1 * Real.sin θ) ^ 2) =
      2 * Real.pi * A - Real.pi * B * (G ⬝ᵥ G) := by
  have hF : ∀ θ : ℝ, HasDerivAt (fun t : ℝ => A * t - B *
      (G 0 ^ 2 * (t + Real.sin t * Real.cos t) / 2 + G 1 ^ 2 * (t - Real.sin t * Real.cos t) / 2
        + G 0 * G 1 * (Real.sin t * Real.sin t)))
      (A - B * (G 0 * Real.cos θ + G 1 * Real.sin θ) ^ 2) θ := by
    intro θ
    have hid := hasDerivAt_id' θ
    have hsc := (Real.hasDerivAt_sin θ).fun_mul (Real.hasDerivAt_cos θ)
    have hss := (Real.hasDerivAt_sin θ).fun_mul (Real.hasDerivAt_sin θ)
    refine ((hid.const_mul A).fun_sub ((((((hid.fun_add hsc).const_mul (G 0 ^ 2)).div_const
      2).fun_add (((hid.fun_sub hsc).const_mul (G 1 ^ 2)).div_const 2)).fun_add
      (hss.const_mul (G 0 * G 1))).const_mul B)).congr_deriv ?_
    linear_combination B / 2 * (G 0 ^ 2 + G 1 ^ 2) * Real.sin_sq_add_cos_sq θ
  rw [← integral_Ioc_eq_integral_Ioo,
    ← intervalIntegral.integral_of_le (by linarith [Real.pi_pos]),
    intervalIntegral.integral_eq_sub_of_hasDerivAt (fun θ _ => hF θ)
      (Continuous.intervalIntegrable (by fun_prop) _ _)]
  simp only [Real.sin_neg, Real.cos_neg, Real.sin_pi, dotProduct, Fin.sum_univ_two]
  ring

/-- For `μ > 0`, `2μ + lam > 0`, `T > 0`, `G ≠ 0` and `0 < a ≤ L`, the phase fluctuation is `eta
ln(L/a)` with `eta > 0`, and the Debye-Waller factor is the power law `(a/L)^eta`. -/
theorem debyeWaller_power_law {μ lam T a L : ℝ} {G : Fin 2 → ℝ} (hμ : 0 < μ)
    (hl : 0 < 2 * μ + lam) (hT : 0 < T) (hG : G ≠ 0) (ha : 0 < a) (haL : a ≤ L) :
    0 < eta μ lam T G ∧
    phaseFluctuation μ lam T G a L = eta μ lam T G * Real.log (L / a) ∧
    Real.exp (-phaseFluctuation μ lam T G a L) = (a / L) ^ eta μ lam T G := by
  have hL : 0 < L := lt_of_lt_of_le ha haL
  have hπ := Real.pi_pos
  have heta : 0 < eta μ lam T G := by
    have h3 : 0 < 3 * μ + lam := by linarith
    have hGG := dot_self_pos hG
    unfold eta
    positivity
  have hmeas : MeasurableSet (annulus a L) := by
    have hc : Measurable (fun p : ℝ × ℝ => Real.sqrt (p.1 ^ 2 + p.2 ^ 2)) := by fun_prop
    have hset : annulus a L = {p : ℝ × ℝ | 1 / L ≤ Real.sqrt (p.1 ^ 2 + p.2 ^ 2)} ∩
        {p : ℝ × ℝ | Real.sqrt (p.1 ^ 2 + p.2 ^ 2) ≤ 1 / a} := by
      ext p
      simp only [annulus, Set.mem_inter_iff, Set.mem_ofPred_eq]
    rw [hset]
    exact (measurableSet_le measurable_const hc).inter (measurableSet_le hc measurable_const)
  have hint : phaseFluctuation μ lam T G a L = eta μ lam T G * Real.log (L / a) := by
    have ht : polarCoord.target = Set.Ioi (0 : ℝ) ×ˢ Set.Ioo (-Real.pi) Real.pi := rfl
    -- pass to polar coordinates and separate radius from angle
    have hcongr : Set.EqOn
        (fun p : ℝ × ℝ => p.1 • (annulus a L).indicator (phaseDensity μ lam T G)
          (polarCoord.symm p))
        (fun p : ℝ × ℝ => (Set.Icc (1 / L) (1 / a)).indicator (fun r : ℝ => r⁻¹) p.1 *
          (T * (G ⬝ᵥ G) / ((2 * Real.pi) ^ 2 * μ) -
            T * (μ + lam) / ((2 * Real.pi) ^ 2 * μ * (2 * μ + lam)) *
              (G 0 * Real.cos p.2 + G 1 * Real.sin p.2) ^ 2))
        (Set.Ioi (0 : ℝ) ×ˢ Set.Ioo (-Real.pi) Real.pi) := by
      rintro ⟨r, θ⟩ ⟨hr, -⟩
      have hr0 : 0 < r := hr
      have hsym : polarCoord.symm (r, θ) = (r * Real.cos θ, r * Real.sin θ) :=
        polarCoord_symm_apply _
      have hn : Real.sqrt ((r * Real.cos θ) ^ 2 + (r * Real.sin θ) ^ 2) = r := by
        rw [show (r * Real.cos θ) ^ 2 + (r * Real.sin θ) ^ 2 = r ^ 2 by
          linear_combination r ^ 2 * Real.sin_sq_add_cos_sq θ, Real.sqrt_sq hr0.le]
      have hiff : (r * Real.cos θ, r * Real.sin θ) ∈ annulus a L ↔
          r ∈ Set.Icc (1 / L) (1 / a) := by
        simp only [annulus, Set.mem_ofPred_eq, hn, Set.mem_Icc]
      by_cases h : r ∈ Set.Icc (1 / L) (1 / a)
      · simp only [hsym, Set.indicator_of_mem (hiff.mpr h), Set.indicator_of_mem h, smul_eq_mul]
        exact phaseDensity_polar hμ hl T G hr0 θ
      · simp only [hsym, Set.indicator_of_notMem (fun h' => h (hiff.mp h')),
          Set.indicator_of_notMem h, smul_zero, zero_mul]
    have hsub : Set.Ioi (0 : ℝ) ∩ Set.Icc (1 / L) (1 / a) = Set.Icc (1 / L) (1 / a) :=
      Set.inter_eq_right.mpr (fun r hr => lt_of_lt_of_le (one_div_pos.mpr hL) hr.1)
    have hrad : ∫ r in Set.Icc (1 / L) (1 / a), r⁻¹ = Real.log (L / a) := by
      rw [integral_Icc_eq_integral_Ioc,
        ← intervalIntegral.integral_of_le (one_div_le_one_div_of_le ha haL),
        integral_inv_of_pos (one_div_pos.mpr hL) (one_div_pos.mpr ha)]
      congr 1
      field_simp
    have hprod (f g : ℝ → ℝ) :
        ∫ z in Set.Ioi (0 : ℝ) ×ˢ Set.Ioo (-Real.pi) Real.pi, f z.1 * g z.2 =
          (∫ r in Set.Ioi (0 : ℝ), f r) * ∫ θ in Set.Ioo (-Real.pi) Real.pi, g θ := by
      rw [Measure.volume_eq_prod]
      exact setIntegral_prod_mul f g _ _
    have hconst : ∀ D g : ℝ, D ≠ 0 → D = 2 * μ + lam →
        2 * Real.pi * (T * g / ((2 * Real.pi) ^ 2 * μ)) -
          Real.pi * (T * (μ + lam) / ((2 * Real.pi) ^ 2 * μ * D)) * g =
        T * g * (3 * μ + lam) / (4 * Real.pi * μ * D) := by
      intro D g hD hDe
      have hlam : lam = D - 2 * μ := by linarith
      have hμ' := hμ.ne'
      rw [hlam]
      field_simp
      ring
    rw [phaseFluctuation, ← integral_indicator hmeas, ← integral_comp_polarCoord_symm, ht,
      setIntegral_congr_fun (measurableSet_Ioi.prod measurableSet_Ioo) hcongr]
    refine (hprod ((Set.Icc (1 / L) (1 / a)).indicator (fun r : ℝ => r⁻¹))
      (fun θ => T * (G ⬝ᵥ G) / ((2 * Real.pi) ^ 2 * μ) -
        T * (μ + lam) / ((2 * Real.pi) ^ 2 * μ * (2 * μ + lam)) *
          (G 0 * Real.cos θ + G 1 * Real.sin θ) ^ 2)).trans ?_
    rw [setIntegral_indicator measurableSet_Icc, hsub, hrad, angular_integral,
      hconst (2 * μ + lam) (G ⬝ᵥ G) hl.ne' rfl]
    unfold eta
    exact mul_comm _ _
  refine ⟨heta, hint, ?_⟩
  rw [hint, Real.rpow_def_of_pos (div_pos ha hL), ← inv_div L a, Real.log_inv]
  congr 1
  ring

/-- At fixed `a > 0` and nonzero `G`, the Debye-Waller factor of a two-dimensional crystal with `μ >
0` and `2μ + lam > 0` at positive temperature tends to zero as `L` tends to infinity. -/
theorem debyeWaller_tendsto_zero {μ lam T a : ℝ} {G : Fin 2 → ℝ} (hμ : 0 < μ)
    (hl : 0 < 2 * μ + lam) (hT : 0 < T) (hG : G ≠ 0) (ha : 0 < a) :
    Tendsto (fun L => Real.exp (-phaseFluctuation μ lam T G a L)) atTop (nhds 0) := by
  have heta := (debyeWaller_power_law hμ hl hT hG ha le_rfl).1
  have h1 : Tendsto (fun L : ℝ => a / L) atTop (nhds 0) :=
    tendsto_const_nhds.div_atTop tendsto_id
  have h2 := h1.rpow_const (p := eta μ lam T G) (Or.inr heta.le)
  rw [Real.zero_rpow heta.ne'] at h2
  refine h2.congr' ?_
  filter_upwards [eventually_ge_atTop a] with L hL
  exact (debyeWaller_power_law hμ hl hT hG ha hL).2.2.symm

end

end DebyeWallerTwoDim
```

```lean
#print axioms DebyeWallerTwoDim.stable_iff
#print axioms DebyeWallerTwoDim.debyeWaller_tendsto_zero
```

```
'DebyeWallerTwoDim.stable_iff' depends on axioms: [propext, Classical.choice, Quot.sound]
'DebyeWallerTwoDim.debyeWaller_tendsto_zero' depends on axioms: [propext, Classical.choice, Quot.sound]
```

## A power law in the size

Let $\mu$ and $\lambda$ (`lam`) be the Lamé coefficients, $T$ the temperature in energy units, and $G$ the scattering vector. The lengths $a$ and $L$ set the shortest and longest wavelengths, $2\pi a$ and $2\pi L$; up to numerical factors they are the lattice spacing and the crystal size. For $\mu>0$, $2\mu+\lambda>0$, $T>0$, $G\neq0$ and $0<a\le L$, `debyeWaller_power_law` states that

$$\int_{1/L\le|q|\le1/a}\frac{T\,G^TC(q)^{-1}G}{(2\pi)^2}\,d^2q=\eta\ln\frac La,\qquad \eta=\frac{TG^2(3\mu+\lambda)}{4\pi\mu(2\mu+\lambda)}>0,$$

and that the exponential of minus this integral is $(a/L)^\eta$. By `debyeWaller_tendsto_zero`, this factor tends to zero as $L\to\infty$ at fixed $a$.

## From elastic energy to scattering

The matrix $C(q)=\mu q^2I+(\mu+\lambda)qq^T$ is `christoffel`. A displacement wave $x$ with wavevector $q$ has elastic energy proportional to $x^TC(q)x$, so classical equipartition gives it a variance proportional to $T\,C(q)^{-1}$. Summed over wavevectors, this yields the mean square of the phase $G\cdot u$, where $u$ is the atomic displacement. The file takes the resulting integral as the definition of `phaseFluctuation`; the thermal average itself is not derived. With this convention the exponential multiplies the scattered intensity, and the amplitude carries its square root.

The vectors `q` and `G` have type `Fin 2 → ℝ`, with components numbered 0 and 1. The integral is an area integral over `annulus a L` in `ℝ × ℝ`. Discrete wavevectors, anharmonicity, quantum statistics and the true shape of the Brillouin zone are left out. Within this harmonic continuum model, a Bragg intensity computed in a simulation of a two-dimensional crystal has to be read together with the system size.

## Stability and the inverse matrix

Expanding the quadratic form gives `christoffel_energy`:

$$x^TCx=\mu(q_0x_1-q_1x_0)^2+(2\mu+\lambda)(q\cdot x)^2.$$

The first term is transverse, the second longitudinal. The two squares add up to $q^2x^2$, so they cannot both vanish for nonzero $q$ and $x$, and positive moduli give positive energy. Conversely, $q=(1,0)$ with $x=(0,1)$ and then $x=(1,0)$ isolates $\mu$ and $2\mu+\lambda$. This is `stable_iff`. Stable here means that every plane wave costs energy. A crystal with free edges must also resist uniform dilation, which requires a positive bulk modulus $\mu+\lambda$; together with $\mu>0$ this implies the two conditions used here.

For the inverse, try $\alpha I-\beta qq^T$. Since $(qq^T)^2=q^2\,qq^T$,

$$C(\alpha I-\beta qq^T)=\mu q^2\alpha\,I+\left[(\mu+\lambda)\alpha-(2\mu+\lambda)q^2\beta\right]qq^T.$$

This is the identity for $\alpha=1/(\mu q^2)$ and $\beta=(\mu+\lambda)/(\mu(2\mu+\lambda)q^4)$. In `christoffel_inv`, `key` is the displayed product, and `Matrix.inv_eq_right_inv` identifies the inverse.

## Separating radius and angle

Put $q=r(\cos\theta,\sin\theta)$. The integrand times the Jacobian $r$ becomes, by `phaseDensity_polar`,

$$\frac1r\left[A-B(G_0\cos\theta+G_1\sin\theta)^2\right],\quad A=\frac{TG^2}{4\pi^2\mu},\quad B=\frac{T(\mu+\lambda)}{4\pi^2\mu(2\mu+\lambda)}.$$

Over a full turn $\cos^2\theta$ and $\sin^2\theta$ each integrate to $\pi$ and the cross term to zero; `angular_integral` obtains this from an explicit antiderivative. The angular factor is therefore

$$2\pi A-\pi BG^2=\frac{TG^2}{4\pi\mu}\left[2-\frac{\mu+\lambda}{2\mu+\lambda}\right]=\eta.$$

The radial factor is $\int_{1/L}^{1/a}dr/r=\ln(L/a)$.

In the main proof, `integral_comp_polarCoord_symm` changes the variables, `hcongr` separates the integrand, and `hprod` splits the integral into a product. Positivity of $\eta$ follows from $3\mu+\lambda=\mu+(2\mu+\lambda)$. Finally, $e^{-\eta\ln(L/a)}=(a/L)^\eta$, which tends to zero because $a/L\to0$ and $\eta>0$.

## Equal cutoffs and an unstable crystal

At $L=a$ the annulus shrinks to a circle of zero area: the integral is 0 and the factor is 1.

Without $2\mu+\lambda>0$ the decay can disappear. Take $\mu=1$ and $\lambda=-3$, so that $2\mu+\lambda=-1$ and $C(q)$ is still invertible for $q\neq0$. Then $3\mu+\lambda=0$: the transverse and longitudinal contributions cancel over the angle, and the factor stays at 1 for every $L\ge a$. Longitudinal waves now lower the energy, so there is no thermal equilibrium for the integral to describe.
